# Large spacelike momentum expansion of the one-loop bubble with masses m and 0, with an explicit error bound

## Two endpoint logarithms, one of them cut off by the mass

A virtual particle of spacelike momentum splits into two lines, which recombine. Suppose first that both lines are massless. With the momentum scale divided out, the finite part of the scalar loop integral, in the \(\overline{\rm MS}\) convention described below, is an integral over a Feynman parameter \(x\), which shares the weight between the two propagators:

\[
-\int_0^1 \ln\bigl(x(1-x)\bigr)\,dx=-\int_0^1\ln x\,dx-\int_0^1\ln(1-x)\,dx=1+1=2 .
\]

Each endpoint has an integrable logarithmic singularity and contributes 1. Now give one line a mass \(m\), and let \(r>0\) be the ratio of \(m^2\) to the squared momentum scale. The argument of the logarithm becomes

\[
xr+x(1-x)=x\,(1+r-x).
\]

The singularity at \(x=0\) is unchanged. At \(x=1\), where the massive line carries all the weight, the second factor now stops at \(r\) instead of reaching zero. In the variable \(y=1+r-x\), the integration of \(\ln y\) begins at \(y=r\), and this lower limit produces a term \(r\ln r\). It is the only source of a logarithm of the mass.

## The electron–photon loop far from the mass shell

How does the bubble depend on the mass when the momentum is large? Write \(p^2=-Q^2\) with \(Q>0\), and let \(\mu\) be the renormalization scale. In dimensional regularization with the \(\overline{\rm MS}\) convention, which removes the constant \(-\gamma_E+\ln 4\pi\) (with \(\gamma_E\) Euler's constant) together with the pole, the finite part of the scalar two-point function \(B_0(p^2;m,0)\) is

\[
B_0^{\rm fin}(p^2)=-\int_0^1\ln\frac{x m^2-x(1-x)p^2}{\mu^2}\,dx .
\]

In QED this function enters the one-loop electron self-energy with a massless photon; the result below concerns only this scalar integral, at spacelike momentum. With \(r=m^2/Q^2\) and

\[
B(r)=-\int_0^1\ln\bigl(xr+x(1-x)\bigr)\,dx,
\]

the expansion reads

\[
B_0^{\rm fin}(-Q^2)=\ln\frac{\mu^2}{Q^2}+2+r\ln r-r-\frac{r^2}{2}+R,\qquad |R|\le\frac{r^3}{6}.
\]

## What the Lean theorems say

For \(p^2<m^2\), `bubble p2 m μ` is \(B_0^{\rm fin}\), where the real number `p2` stands for \(p^2\) in the metric that makes timelike squares positive. For \(p^2>m^2\) it gives only the real part, because Lean's real logarithm of a negative number \(z\) is \(\ln|z|\). `reducedBubble r` is \(B(r)\), and `log` is the natural logarithm. The expression `-Q ^ 2` means \(-(Q^2)\).

`bubble_large_momentum` is the displayed expansion, for all real `Q`, `m` and `μ` that are positive. It does not require \(m<Q\), although the bound is informative mainly when \(r\) is small. `reducedBubble_eq` gives the closed form

\[
B(r)=2-(1+r)\ln(1+r)+r\ln r\qquad(r>0).
\]

Two further theorems make the role of the logarithm precise. `reducedBubble_series` states that, for \(0<r<1\),

\[
B(r)=2+r\ln r-r-\sum_{n=0}^{\infty}\frac{(-r)^{n+2}}{(n+1)(n+2)},
\]

so all higher mass corrections are pure powers of \(r\). `mass_correction_slope` states that \((B(r)-2)/r\to-\infty\) as \(r\to0^+\), so the leading mass correction is not a finite coefficient times \(m^2/Q^2\).

The model starts from the Feynman-parameter integral. The step from the divergent loop-momentum integral to this finite part, by dimensional regularization and \(\overline{\rm MS}\) subtraction, is not derived in Lean; its result is taken as the definition of `bubble`. Timelike momenta, with their threshold and imaginary part, and loops with two massive lines lie beyond these statements.

## Scaling and the closed form

At \(p^2=-Q^2\) the argument of the logarithm is

\[
\frac{x m^2+x(1-x)Q^2}{\mu^2}=\frac{Q^2}{\mu^2}\,\bigl(xr+x(1-x)\bigr).
\]

Both factors are positive for \(0<x\le1\), so the logarithm splits and

\[
B_0^{\rm fin}(-Q^2)=-\ln\frac{Q^2}{\mu^2}+B(r)=\ln\frac{\mu^2}{Q^2}+B(r).
\]

For \(B(r)\), use the factorization \(x(1+r-x)\). Since \(y\ln y-y\) is an antiderivative of \(\ln y\),

\[
\int_0^1\ln x\,dx=-1,
\]
\[
\int_0^1\ln(1+r-x)\,dx=\int_r^{1+r}\ln y\,dy=(1+r)\ln(1+r)-r\ln r-1 .
\]

Minus the sum of these two integrals is the closed form.

## The remainder lies between 0 and r³/6

Subtracting the truncated expansion from the closed form leaves

\[
R=g(r),\qquad g(r)=r+\frac{r^2}{2}-(1+r)\ln(1+r).
\]

Here \(g(0)=0\) and

\[
g'(r)=1+r-\ln(1+r)-1=r-\ln(1+r)\ge0,
\]

so \(g(r)\ge0\) for \(r\ge0\). For the upper bound, first note that \(\ln(1+r)-(r-r^2/2)\) vanishes at \(r=0\) and has derivative

\[
\frac1{1+r}-(1-r)=\frac{r^2}{1+r}\ge0 .
\]

Hence \(\ln(1+r)\ge r-r^2/2\), and

\[
\frac{d}{dr}\left(\frac{r^3}{6}-g(r)\right)=\frac{r^2}{2}-r+\ln(1+r)\ge0 .
\]

This function also starts at zero, so \(g(r)\le r^3/6\). The remainder is therefore nonnegative: the truncated expansion never exceeds the true value.

## Pure powers beyond r ln r

Put \(y=-r\) with \(0<r<1\), and let

\[
S=\sum_{n=0}^\infty\frac{y^{n+1}}{n+1}=-\ln(1-y)=-\ln(1+r).
\]

Multiply \(S\) by \(y\) and subtract \(S\) without its first term:

\[
yS-(S-y)=\sum_{n=0}^\infty y^{n+2}\left(\frac1{n+1}-\frac1{n+2}\right)=\sum_{n=0}^\infty\frac{(-r)^{n+2}}{(n+1)(n+2)} .
\]

The left side equals \((1+r)\ln(1+r)-r\), which by the closed form is \(2+r\ln r-r-B(r)\). This is the series.

For the limit, the closed form gives

\[
\frac{B(r)-2}{r}=\ln r-\frac{(1+r)\ln(1+r)}{r}\le\ln r\to-\infty .
\]

## The complete Lean source

```lean
import Mathlib

open Real MeasureTheory Filter Topology

namespace SpacelikeBubble

noncomputable section

/-- Finite part of the one-loop bubble with masses `m` and `0` at squared momentum `p2` and
renormalization scale `μ ≠ 0`, as an integral over the Feynman parameter, for `p2 < m ^ 2`. For
`p2 > m ^ 2` the real logarithm keeps only the real part. -/
def bubble (p2 m μ : ℝ) : ℝ :=
  -∫ x in (0 : ℝ)..1, log ((x * m ^ 2 - x * (1 - x) * p2) / μ ^ 2)

/-- The dimensionless bubble as a function of the ratio `r = m² / Q²`. -/
def reducedBubble (r : ℝ) : ℝ :=
  -∫ x in (0 : ℝ)..1, log (x * r + x * (1 - x))

/-- For `r > 0` and `0 < x ≤ 1` the logarithm of the Feynman denominator splits into an endpoint
logarithm and a regular one. -/
theorem log_denominator {r x : ℝ} (hr : 0 < r) (hx : 0 < x) (hx1 : x ≤ 1) :
    log (x * r + x * (1 - x)) = log x + log (r + 1 - x) := by
  have h : r + 1 - x ≠ 0 := by linarith
  rw [← Real.log_mul hx.ne' h]
  congr 1
  ring

/-- For `r > 0` the Feynman-parameter integrand of the dimensionless bubble is integrable. -/
theorem integrable_log_denominator {r : ℝ} (hr : 0 < r) :
    IntervalIntegrable (fun x : ℝ => log (x * r + x * (1 - x))) volume 0 1 := by
  have h2 : IntervalIntegrable (fun x : ℝ => log (r + 1 - x)) volume 0 1 := by
    apply ContinuousOn.intervalIntegrable
    apply ContinuousOn.log (by fun_prop)
    intro x hx
    rw [Set.uIcc_of_le zero_le_one] at hx
    have := hx.2
    linarith
  have h1 : IntervalIntegrable (fun x : ℝ => log x) volume 0 1 :=
    intervalIntegral.intervalIntegrable_log'
  have h := h1.add h2
  rw [intervalIntegrable_iff] at h ⊢
  refine h.congr_fun ?_ measurableSet_uIoc
  intro x hx
  rw [Set.uIoc_of_le zero_le_one] at hx
  exact (log_denominator hr hx.1 hx.2).symm

/-- Closed form of the dimensionless bubble for `r > 0`. -/
theorem reducedBubble_eq {r : ℝ} (hr : 0 < r) :
    reducedBubble r = 2 - (1 + r) * log (1 + r) + r * log r := by
  have h2 : IntervalIntegrable (fun x : ℝ => log (r + 1 - x)) volume 0 1 := by
    apply ContinuousOn.intervalIntegrable
    apply ContinuousOn.log (by fun_prop)
    intro x hx
    rw [Set.uIcc_of_le zero_le_one] at hx
    have := hx.2
    linarith
  have h1 : IntervalIntegrable (fun x : ℝ => log x) volume 0 1 :=
    intervalIntegral.intervalIntegrable_log'
  have hs : ∫ x in (0 : ℝ)..1, log (x * r + x * (1 - x))
      = ∫ x in (0 : ℝ)..1, (log x + log (r + 1 - x)) := by
    apply intervalIntegral.integral_congr_ae
    refine Filter.Eventually.of_forall fun x hx => ?_
    rw [Set.uIoc_of_le zero_le_one] at hx
    exact log_denominator hr hx.1 hx.2
  -- the regular logarithm is integrated after the reflection `x ↦ r + 1 - x`
  have hshift : ∫ x in (0 : ℝ)..1, log (r + 1 - x) = ∫ x in (r + 1 - 1)..(r + 1 - 0), log x :=
    intervalIntegral.integral_comp_sub_left (fun y => log y) (r + 1)
  unfold reducedBubble
  rw [hs, intervalIntegral.integral_add h1 h2, hshift, integral_log, integral_log,
    add_sub_cancel_right, sub_zero, Real.log_one, add_comm r 1]
  ring

/-- At spacelike momentum `p² = -Q²`, with `Q, m, μ > 0`, the bubble is the logarithm of the
scale ratio `μ² / Q²` plus the dimensionless bubble at `m² / Q²`. -/
theorem bubble_spacelike {Q m μ : ℝ} (hQ : 0 < Q) (hm : 0 < m) (hμ : 0 < μ) :
    bubble (-Q ^ 2) m μ = log (μ ^ 2 / Q ^ 2) + reducedBubble (m ^ 2 / Q ^ 2) := by
  have hr : 0 < m ^ 2 / Q ^ 2 := by positivity
  have hs : ∫ x in (0 : ℝ)..1, log ((x * m ^ 2 - x * (1 - x) * (-Q ^ 2)) / μ ^ 2)
      = ∫ x in (0 : ℝ)..1,
          (log (Q ^ 2 / μ ^ 2) + log (x * (m ^ 2 / Q ^ 2) + x * (1 - x))) := by
    apply intervalIntegral.integral_congr_ae
    refine Filter.Eventually.of_forall fun x hx => ?_
    rw [Set.uIoc_of_le zero_le_one] at hx
    have hpos : 0 < x * (m ^ 2 / Q ^ 2) + x * (1 - x) :=
      add_pos_of_pos_of_nonneg (mul_pos hx.1 hr)
        (mul_nonneg hx.1.le (sub_nonneg.mpr hx.2))
    have hq : Q ^ 2 / μ ^ 2 ≠ 0 := by positivity
    rw [← Real.log_mul hq hpos.ne']
    congr 1
    field_simp
    ring
  have hinv : log (μ ^ 2 / Q ^ 2) = -log (Q ^ 2 / μ ^ 2) := by
    rw [← Real.log_inv, inv_div]
  unfold bubble reducedBubble
  rw [hs, intervalIntegral.integral_add intervalIntegrable_const
    (integrable_log_denominator hr), intervalIntegral.integral_const, hinv, smul_eq_mul]
  ring

/-- For `r ≥ 0` the function `(1 + r) ln (1 + r)` is at most `r + r²/2`, and the gap is at most
`r³/6`. -/
theorem entropy_bounds {r : ℝ} (hr : 0 ≤ r) :
    0 ≤ r + r ^ 2 / 2 - (1 + r) * log (1 + r) ∧
      r + r ^ 2 / 2 - (1 + r) * log (1 + r) ≤ r ^ 3 / 6 := by
  -- a function with nonnegative slope on the half-line never falls below its initial value
  have key : ∀ f f' : ℝ → ℝ, (∀ x, 0 ≤ x → HasDerivAt f (f' x) x) →
      (∀ x, 0 ≤ x → 0 ≤ f' x) → ∀ x, 0 ≤ x → f 0 ≤ f x := by
    intro f f' hf hf' x hx
    have hmono : MonotoneOn f (Set.Ici 0) := by
      apply monotoneOn_of_deriv_nonneg (convex_Ici 0)
      · exact fun y hy => (hf y hy).continuousAt.continuousWithinAt
      · exact fun y hy => (hf y (interior_subset hy)).differentiableAt.differentiableWithinAt
      · intro y hy
        rw [(hf y (interior_subset hy)).deriv]
        exact hf' y (interior_subset hy)
    exact hmono (Set.mem_Ici.mpr le_rfl) (Set.mem_Ici.mpr hx) hx
  have hL : ∀ x : ℝ, 0 ≤ x → HasDerivAt (fun y : ℝ => log (1 + y)) (1 / (1 + x)) x :=
    fun x hx => ((hasDerivAt_id' x).const_add 1).log (by linarith)
  have h2 : ∀ x : ℝ, HasDerivAt (fun y : ℝ => y ^ 2 / 2) x x := fun x =>
    ((hasDerivAt_pow 2 x).div_const 2).congr_deriv (by
      show ((2 : ℕ) : ℝ) * x ^ 1 / 2 = x
      push_cast
      ring)
  have h3 : ∀ x : ℝ, HasDerivAt (fun y : ℝ => y ^ 3 / 6) (x ^ 2 / 2) x := fun x =>
    ((hasDerivAt_pow 3 x).div_const 6).congr_deriv (by
      show ((3 : ℕ) : ℝ) * x ^ 2 / 6 = x ^ 2 / 2
      push_cast
      ring)
  have hg : ∀ x : ℝ, 0 ≤ x → HasDerivAt
      (fun y : ℝ => y + y ^ 2 / 2 - (1 + y) * log (1 + y)) (x - log (1 + x)) x := by
    intro x hx
    have hne : 1 + x ≠ 0 := by linarith
    refine (((hasDerivAt_id' x).fun_add (h2 x)).fun_sub
      (((hasDerivAt_id' x).const_add 1).fun_mul (hL x hx))).congr_deriv ?_
    rw [mul_one_div_cancel hne]
    ring
  -- second-order lower bound on the logarithm
  have hlow : ∀ x : ℝ, 0 ≤ x → x - x ^ 2 / 2 ≤ log (1 + x) := by
    intro x hx
    have h := key (fun y => log (1 + y) - (y - y ^ 2 / 2)) (fun y => 1 / (1 + y) - (1 - y))
      (fun y hy => (hL y hy).fun_sub ((hasDerivAt_id' y).fun_sub (h2 y)))
      (fun y hy => by
        have hy1 : 0 < 1 + y := by linarith
        have : 1 - y ≤ 1 / (1 + y) := by
          rw [le_div_iff₀ hy1]
          nlinarith [sq_nonneg y]
        linarith) x hx
    norm_num at h
    linarith
  constructor
  · have h := key _ _ hg (fun y hy => by
      have := Real.log_le_sub_one_of_pos (show 0 < 1 + y by linarith)
      linarith) r hr
    norm_num at h
    linarith
  · have h := key _ _ (fun y hy => (h3 y).fun_sub (hg y hy))
      (fun y hy => by
        have := hlow y hy
        linarith) r hr
    norm_num at h
    linarith

/-- Large spacelike momentum expansion of the bubble with masses `m` and `0`: for `Q, m, μ > 0`
the terms through order `m⁴/Q⁴` reproduce it up to an error of at most `(m²/Q²)³/6`. -/
theorem bubble_large_momentum {Q m μ : ℝ} (hQ : 0 < Q) (hm : 0 < m) (hμ : 0 < μ) :
    |bubble (-Q ^ 2) m μ - (log (μ ^ 2 / Q ^ 2) + 2 + m ^ 2 / Q ^ 2 * log (m ^ 2 / Q ^ 2)
      - m ^ 2 / Q ^ 2 - (m ^ 2 / Q ^ 2) ^ 2 / 2)| ≤ (m ^ 2 / Q ^ 2) ^ 3 / 6 := by
  have hr : 0 < m ^ 2 / Q ^ 2 := by positivity
  obtain ⟨hl, hu⟩ := entropy_bounds hr.le
  rw [bubble_spacelike hQ hm hμ, reducedBubble_eq hr, abs_le]
  constructor <;> linarith

/-- For `0 < r < 1`, once `r ln r` is separated off, the dimensionless bubble is a convergent
power series in `r`, given here to all orders. -/
theorem reducedBubble_series {r : ℝ} (hr : 0 < r) (hr1 : r < 1) :
    HasSum (fun n : ℕ => (-r) ^ (n + 2) / (((n : ℝ) + 1) * ((n : ℝ) + 2)))
      (2 + r * log r - r - reducedBubble r) := by
  have habs : |-r| < 1 := by rwa [abs_neg, abs_of_pos hr]
  have h0 := Real.hasSum_pow_div_log_of_abs_lt_one habs
  have h1 := (hasSum_nat_add_iff' 1).mpr h0
  -- partial fractions combine the logarithmic series with its shift
  have hf : (fun n : ℕ => (-r) ^ (n + 2) / (((n : ℝ) + 1) * ((n : ℝ) + 2))) =
      fun n : ℕ => -r * ((-r) ^ (n + 1) / ((n : ℝ) + 1))
        - (-r) ^ (n + 1 + 1) / (((n + 1 : ℕ) : ℝ) + 1) := by
    funext n
    have e : ((n + 1 : ℕ) : ℝ) + 1 = (n : ℝ) + 2 := by
      push_cast
      ring
    have ha : ((n : ℝ) + 1) * ((n : ℝ) + 1)⁻¹ = 1 := mul_inv_cancel₀ (by positivity)
    have hb : ((n : ℝ) + 2) * ((n : ℝ) + 2)⁻¹ = 1 := mul_inv_cancel₀ (by positivity)
    rw [e, div_eq_mul_inv, mul_inv]
    generalize -r = y
    linear_combination y ^ (n + 2) * (((n : ℝ) + 1)⁻¹ * hb - ((n : ℝ) + 2)⁻¹ * ha)
  have hv : 2 + r * log r - r - reducedBubble r = -r * -log (1 - -r)
      - (-log (1 - -r) - ∑ i ∈ Finset.range 1, (-r) ^ (i + 1) / ((i : ℝ) + 1)) := by
    rw [reducedBubble_eq hr]
    simp only [Finset.sum_range_one, sub_neg_eq_add, Nat.cast_zero, zero_add, pow_one, div_one]
    ring
  rw [hf, hv]
  exact (h0.mul_left (-r)).sub h1

/-- The mass correction to the dimensionless bubble, divided by `r = m²/Q²`, tends to minus
infinity as `r` tends to zero from above. -/
theorem mass_correction_slope :
    Tendsto (fun r : ℝ => (reducedBubble r - 2) / r) (𝓝[>] 0) atBot := by
  refine tendsto_atBot_mono' _ ?_ Real.tendsto_log_nhdsGT_zero
  filter_upwards [self_mem_nhdsWithin] with r hr
  have hr0 : 0 < r := hr
  have hlog : 0 ≤ (1 + r) * log (1 + r) :=
    mul_nonneg (by linarith) (Real.log_nonneg (by linarith))
  rw [reducedBubble_eq hr0, div_le_iff₀ hr0]
  linarith

end

end SpacelikeBubble
```

```lean
#print axioms SpacelikeBubble.bubble_large_momentum
#print axioms SpacelikeBubble.reducedBubble_series
#print axioms SpacelikeBubble.mass_correction_slope
```

```
'SpacelikeBubble.bubble_large_momentum' depends on axioms: [propext, Classical.choice, Quot.sound]
'SpacelikeBubble.reducedBubble_series' depends on axioms: [propext, Classical.choice, Quot.sound]
'SpacelikeBubble.mass_correction_slope' depends on axioms: [propext, Classical.choice, Quot.sound]
```

## From the factorized integrand to the bounds

`log_denominator` is the factorization \(x(1+r-x)\) inside the logarithm, valid for \(0<x\le1\). `integrable_log_denominator` adds the integrable function \(\ln x\) to \(\ln(r+1-x)\), which is continuous on \([0,1]\), and transfers the result to the original integrand. This matters because Lean assigns the value zero to the integral of a non-integrable function; here the integral has its ordinary meaning.

In `reducedBubble_eq`, `hs` replaces the integrand by the sum of two logarithms, and `hshift` is the substitution \(y=r+1-x\). Mathlib's `integral_log` evaluates both pieces, and `ring` collects the terms. `bubble_spacelike` follows the scaling argument: its `hs` pulls out the constant \(\ln(Q^2/\mu^2)\), and `hinv` reverses its sign.

`entropy_bounds` contains the two inequalities for \(g\). Its name refers to the form of \((1+r)\ln(1+r)\); no thermodynamic entropy is involved. The local statement `key` says that a function with nonnegative derivative on \([0,\infty)\) never falls below its value at zero. It is applied three times: in `hlow` for the lower bound on the logarithm, then for \(g\ge0\), and finally for \(r^3/6-g\ge0\). The derivative of \(g\) is `hg`, and its sign comes from Mathlib's inequality \(\ln z\le z-1\) at \(z=1+r\).

`bubble_large_momentum` then rewrites the bubble by the scaling relation and the closed form. `abs_le` turns the absolute value into two inequalities, and `linarith` obtains both from `entropy_bounds`.

In `reducedBubble_series`, `h0` is the logarithmic series \(S\) and `h1` is the same series without its first term. The equation `hf` is the partial-fraction identity for each summand, while `hv` identifies the sum by means of the closed form. The last line combines them as \(yS-(S-y)\).

`mass_correction_slope` is a comparison argument. `hlog` records that \((1+r)\ln(1+r)\ge0\), which puts the quotient below \(\ln r\), and `tendsto_atBot_mono'` carries the divergence of \(\ln r\) over to it.
